# Tsirelson's bound: the CHSH operator has norm at most 2√2, attained on two qubits

Two separated parties can be modelled by a tensor product of Hilbert spaces or by one algebra in which their observables commute. This development takes the second option. Alice's observables $A_0,A_1$ and Bob's $B_0,B_1$, all with outcomes $\pm1$, are elements of a single ring $R$ with an adjoint operation, and tensor products enter only in the two-qubit example. Any tensor-product model satisfies the commutation relations, so it is included.

```lean
import Mathlib

open Matrix
open scoped Kronecker

namespace TsirelsonBound

noncomputable section
```

## Observables and the CHSH operator

The commutator is $[x,y]=xy-yx$.

```lean
/-- The commutator of two observables. -/
def comm {R : Type*} [Ring R] (x y : R) : R := x * y - y * x
```

The CHSH operator combines the four joint measurements:

$$S=A_0B_0+A_0B_1+A_1B_0-A_1B_1.$$

```lean
/-- The CHSH operator built from two observables of Alice and two of Bob. -/
def chsh {R : Type*} [Ring R] (A0 A1 B0 B1 : R) : R :=
  A0 * B0 + A0 * B1 + A1 * B0 - A1 * B1
```

The physical assumptions are the fields of `Settings`. Self-adjointness and square one describe sharp measurements with outcomes $\pm1$. The four relations `c00` to `c11` say that either of Alice's observables can be measured jointly with either of Bob's. Nothing is assumed about commutation within one party. Unsharp measurements, with $A_i^2\neq1$, are not covered.

```lean
/-- Two-party measurement settings: four self-adjoint observables with square one,
where each observable of Alice commutes with each observable of Bob. -/
structure Settings {R : Type*} [Ring R] [StarRing R] (A0 A1 B0 B1 : R) : Prop where
  sqA0 : A0 * A0 = 1
  sqA1 : A1 * A1 = 1
  sqB0 : B0 * B0 = 1
  sqB1 : B1 * B1 = 1
  saA0 : star A0 = A0
  saA1 : star A1 = A1
  saB0 : star B0 = B0
  saB1 : star B1 = B1
  c00 : A0 * B0 = B0 * A0
  c01 : A0 * B1 = B1 * A0
  c10 : A1 * B0 = B0 * A1
  c11 : A1 * B1 = B1 * A1
```

## The square of S

Write $S=A_0(B_0+B_1)+A_1(B_0-B_1)$ and move Alice's factors to the left. Since $A_0^2=A_1^2=1$,

$$S^2=(B_0+B_1)^2+(B_0-B_1)^2+A_0A_1(B_0+B_1)(B_0-B_1)+A_1A_0(B_0-B_1)(B_0+B_1).$$

The first two terms add up to $2B_0^2+2B_1^2=4$. The remaining products of Bob's operators are $(B_0+B_1)(B_0-B_1)=-[B_0,B_1]$ and $(B_0-B_1)(B_0+B_1)=[B_0,B_1]$. Therefore

$$S^2=4-[A_0,A_1][B_0,B_1].$$

In the proof, `key` moves one of Alice's operators past one of Bob's inside a longer product. The call to `simp only` expands the square and replaces squares by one, and `abel` collects the terms. No norm is needed.

```lean
/-- The square of the CHSH operator is four minus the product of the commutators
of Alice's and of Bob's observables. -/
theorem chsh_sq {R : Type*} [Ring R] [StarRing R] {A0 A1 B0 B1 : R}
    (h : Settings A0 A1 B0 B1) :
    chsh A0 A1 B0 B1 ^ 2 = 4 - comm A0 A1 * comm B0 B1 := by
  -- Alice's operators can be moved to the left of Bob's
  have key : ∀ a b : R, a * b = b * a → ∀ x y : R, x * b * (a * y) = x * a * (b * y) := by
    intro a b hab x y
    calc x * b * (a * y) = x * (b * a) * y := by simp only [mul_assoc]
      _ = x * (a * b) * y := by rw [hab]
      _ = x * a * (b * y) := by simp only [mul_assoc]
  have k00 := key _ _ h.c00
  have k01 := key _ _ h.c01
  have k10 := key _ _ h.c10
  have k11 := key _ _ h.c11
  have four : (4 : R) = 1 + 1 + 1 + 1 := by norm_num
  rw [four]
  simp only [chsh, comm, pow_two, mul_add, add_mul, mul_sub, sub_mul, k00, k01, k10, k11,
    h.sqA0, h.sqA1, h.sqB0, h.sqB1, one_mul, mul_one]
  abel
```

The same expansion has a neighbouring consequence. Exchanging $A_0$ and $A_1$ turns $S$ into $S'=A_1B_0+A_1B_1+A_0B_0-A_0B_1$ and reverses the sign of Alice's commutator, so $S^2+S'^2=8$. Because variances are non-negative, every quantum state then obeys $\langle S\rangle^2+\langle S'\rangle^2\le8$. These two relations are remarks, not theorems of the file.

The adjoint reverses products, and commutation restores their order: $(A_iB_j)^*=B_jA_i=A_iB_j$. Hence $S^*=S$.

```lean
/-- The CHSH operator is self-adjoint. -/
theorem chsh_selfAdjoint {R : Type*} [Ring R] [StarRing R] {A0 A1 B0 B1 : R}
    (h : Settings A0 A1 B0 B1) : star (chsh A0 A1 B0 B1) = chsh A0 A1 B0 B1 := by
  simp only [chsh, star_add, star_sub, star_mul, h.saA0, h.saA1, h.saB0, h.saB1,
    h.c00, h.c01, h.c10, h.c11]
```

## From the identity to the norm

From here $R$ also carries a norm satisfying the C*-identity $\|x^*x\|=\|x\|^2$, expressed by `CStarRing`. Every unital C*-algebra qualifies; completeness and complex scalars are not required. Applied to the unit, the identity gives $\|1\|^2=\|1\|$, so $\|1\|\le1$. The inequality also allows for the zero ring.

```lean
section Norm

variable {R : Type*} [NormedRing R] [StarRing R] [CStarRing R]

lemma norm_one_le : ‖(1 : R)‖ ≤ 1 := by
  have h := CStarRing.norm_star_mul_self (x := (1 : R))
  rw [star_one, one_mul] at h
  nlinarith [norm_nonneg (1 : R)]
```

A self-adjoint $z$ with $z^2=1$ satisfies $\|z\|^2=\|z^2\|=\|1\|\le1$. For two such observables,

$$\|[x,y]\|\le\|xy\|+\|yx\|\le2\|x\|\|y\|\le2.$$

The auxiliary statement `bound` is the first step; the triangle inequality and submultiplicativity supply the second.

```lean
/-- The commutator of two self-adjoint observables with square one has norm at most two. -/
theorem norm_comm_le {x y : R} (hx : star x = x) (hy : star y = y)
    (hxx : x * x = 1) (hyy : y * y = 1) : ‖comm x y‖ ≤ 2 := by
  have bound : ∀ z : R, star z = z → z * z = 1 → ‖z‖ ≤ 1 := by
    intro z hz hzz
    have h := CStarRing.norm_star_mul_self (x := z)
    rw [hz, hzz] at h
    nlinarith [norm_nonneg z, norm_one_le (R := R)]
  have h1 := bound x hx hxx
  have h2 := bound y hy hyy
  have h3 : ‖comm x y‖ ≤ ‖x * y‖ + ‖y * x‖ := norm_sub_le _ _
  have h4 := norm_mul_le x y
  have h5 := norm_mul_le y x
  have h6 := mul_nonneg (norm_nonneg x) (sub_nonneg.2 h2)
  nlinarith
```

Since $S$ is self-adjoint, the C*-identity and the formula for $S^2$ give

$$\|S\|^2=\|S^2\|\le4+\|[A_0,A_1]\|\,\|[B_0,B_1]\|.$$

Here `h1` carries the equality, `h2` bounds the norm of the ring element $4$, and `h3` and `h4` bound the difference and the product.

```lean
/-- The squared norm of the CHSH operator exceeds four by at most the product of the
norms of the two commutators. -/
theorem norm_chsh_sq_le {A0 A1 B0 B1 : R} (h : Settings A0 A1 B0 B1) :
    ‖chsh A0 A1 B0 B1‖ ^ 2 ≤ 4 + ‖comm A0 A1‖ * ‖comm B0 B1‖ := by
  -- the C*-identity turns the squared norm into the norm of the square
  have h1 := CStarRing.norm_star_mul_self (x := chsh A0 A1 B0 B1)
  rw [chsh_selfAdjoint h, ← pow_two, ← pow_two, chsh_sq h] at h1
  have h2 : ‖(4 : R)‖ ≤ 4 := by
    have four : (4 : R) = 1 + 1 + (1 + 1) := by norm_num
    rw [four]
    have a := norm_add_le (1 + 1 : R) (1 + 1)
    have b := norm_add_le (1 : R) 1
    linarith [norm_one_le (R := R)]
  rw [← h1]
  have h3 := norm_sub_le (4 : R) (comm A0 A1 * comm B0 B1)
  have h4 := norm_mul_le (comm A0 A1) (comm B0 B1)
  linarith
```

Both commutators have norm at most $2$, so $\|S\|^2\le8$ and $\|S\|\le2\sqrt2$. If either commutator vanishes, $\|S\|^2\le4$ and $\|S\|\le2$. The two branches after `constructor` follow these cases.

States do not appear in the theorem, but $|\langle S\rangle|\le\|S\|$ in any state of a C*-algebra. In a Bell experiment with two sharp $\pm1$-valued observables per party, a quantum value above $2$ therefore requires incompatible observables on both sides.

```lean
/-- Tsirelson's bound: the CHSH operator has norm at most `2√2`, and at most `2` if
Alice's two observables commute or Bob's two observables commute. -/
theorem tsirelson_bound {A0 A1 B0 B1 : R} (h : Settings A0 A1 B0 B1) :
    ‖chsh A0 A1 B0 B1‖ ≤ 2 * √2 ∧
      (comm A0 A1 = 0 ∨ comm B0 B1 = 0 → ‖chsh A0 A1 B0 B1‖ ≤ 2) := by
  have hS := norm_chsh_sq_le h
  constructor
  · have ha := norm_comm_le h.saA0 h.saA1 h.sqA0 h.sqA1
    have hb := norm_comm_le h.saB0 h.saB1 h.sqB0 h.sqB1
    have hab : ‖comm A0 A1‖ * ‖comm B0 B1‖ ≤ 2 * 2 :=
      mul_le_mul ha hb (norm_nonneg _) (by norm_num)
    have hr : √2 ^ 2 = (2 : ℝ) := Real.sq_sqrt (by norm_num)
    apply le_of_not_gt
    intro hc
    nlinarith [Real.sqrt_nonneg (2 : ℝ)]
  · intro hcomm
    have h0 : ‖comm A0 A1‖ * ‖comm B0 B1‖ = 0 := by
      rcases hcomm with h0 | h0 <;> simp [h0]
    nlinarith [norm_nonneg (chsh A0 A1 B0 B1)]
```

Suppose now that $\|S\|=2\sqrt2$, and let $a$ and $b$ be the norms of Alice's and Bob's commutators. Then $8\le4+ab$, so $4\le ab\le2a$ and $a\ge2$. With the upper bound, $a=2$, and likewise $b=2$. This fixes the norms of the commutators; it does not say that the observables anticommute.

```lean
/-- If the CHSH operator has norm `2√2`, then the commutator of Alice's observables and
that of Bob's observables both have norm two. -/
theorem norm_comm_of_maximal {A0 A1 B0 B1 : R} (h : Settings A0 A1 B0 B1)
    (hmax : ‖chsh A0 A1 B0 B1‖ = 2 * √2) :
    ‖comm A0 A1‖ = 2 ∧ ‖comm B0 B1‖ = 2 := by
  have hS := norm_chsh_sq_le h
  have ha := norm_comm_le h.saA0 h.saA1 h.sqA0 h.sqA1
  have hb := norm_comm_le h.saB0 h.saB1 h.sqB0 h.sqB1
  have hr : √2 ^ 2 = (2 : ℝ) := Real.sq_sqrt (by norm_num)
  rw [hmax, mul_pow, hr] at hS
  have h1 := mul_nonneg (norm_nonneg (comm A0 A1)) (sub_nonneg.2 hb)
  have h2 := mul_nonneg (norm_nonneg (comm B0 B1)) (sub_nonneg.2 ha)
  constructor <;> nlinarith

end Norm
```

## Two qubits reach the bound

A lower bound on $\|S\|$ follows from an eigenvalue relation written with a matrix in place of a vector. If $SP=cP$ with $P\neq0$, then $|c|\|P\|=\|SP\|\le\|S\|\|P\|$, and dividing by $\|P\|$ gives $|c|\le\|S\|$.

```lean
/-- If `S * P = c • P` for a nonzero `P`, then the modulus of `c` is at most the norm of `S`. -/
lemma norm_le_of_mul_eq_smul {R : Type*} [NormedRing R] [NormedAlgebra ℂ R] {S P : R} {c : ℂ}
    (hP : P ≠ 0) (h : S * P = c • P) : ‖c‖ ≤ ‖S‖ := by
  have h1 := norm_mul_le S P
  rw [h, norm_smul] at h1
  exact le_of_mul_le_mul_right h1 (norm_pos_iff.2 hP)
```

Let $r=1/\sqrt2$, stored as a complex number.

```lean
/-- The number `1/√2`, written as `√2/2`. -/
def r : ℂ := ((√2 / 2 : ℝ) : ℂ)
```

Alice measures the Pauli matrices $Z$ and $X$.

```lean
/-- The Pauli matrix Z. -/
def Z : Matrix (Fin 2) (Fin 2) ℂ := !![1, 0; 0, -1]

/-- The Pauli matrix X. -/
def X : Matrix (Fin 2) (Fin 2) ℂ := !![0, 1; 1, 0]
```

Bob measures $D=(Z+X)/\sqrt2$ and $E=(Z-X)/\sqrt2$, spin components, in units of $\hbar/2$, along directions rotated by $45^\circ$ from Alice's axes.

```lean
/-- The spin observable `(Z + X)/√2`. -/
def D : Matrix (Fin 2) (Fin 2) ℂ := !![r, r; r, -r]

/-- The spin observable `(Z - X)/√2`. -/
def E : Matrix (Fin 2) (Fin 2) ℂ := !![r, -r; -r, -r]
```

An observable $M$ acts on the pair as $M\otimes1$ for Alice and as $1\otimes M$ for Bob.

```lean
/-- An observable of the first qubit, acting on the pair. -/
def alice (M : Matrix (Fin 2) (Fin 2) ℂ) : Matrix (Fin 2 × Fin 2) (Fin 2 × Fin 2) ℂ := M ⊗ₖ 1

/-- An observable of the second qubit, acting on the pair. -/
def bob (M : Matrix (Fin 2) (Fin 2) ℂ) : Matrix (Fin 2 × Fin 2) (Fin 2 × Fin 2) ℂ := 1 ⊗ₖ M
```

Let $\psi=e_{00}+e_{11}$ and $P=\psi\psi^\dagger$. Since $\psi^\dagger\psi=2$, the normalised Bell state is $\psi/\sqrt2$ and its projector is $P/2$. The code works with $P$, called `bell`.

```lean
/-- The unnormalised projector onto the Bell vector `e00 + e11`. -/
def bell : Matrix (Fin 2 × Fin 2) (Fin 2 × Fin 2) ℂ :=
  Matrix.of fun i j => if i.1 = i.2 ∧ j.1 = j.2 then 1 else 0
```

All four single-qubit matrices are Hermitian with square one; for $D$ and $E$ this uses $2r^2=1$. The product rule $(M\otimes N)(M'\otimes N')=MM'\otimes NN'$ carries the squares over to the pair and makes the two parties commute. The proof establishes these general facts first and then checks the $2\times2$ entries.

```lean
/-- Z and X on the first qubit with `(Z ± X)/√2` on the second are valid settings. -/
theorem settings_witness : Settings (alice Z) (alice X) (bob D) (bob E) := by
  have hr : r * r = 1 / 2 := by
    have h : √2 / 2 * (√2 / 2) = (1 / 2 : ℝ) := by
      nlinarith [Real.mul_self_sqrt (show (0 : ℝ) ≤ 2 by norm_num)]
    rw [r, ← Complex.ofReal_mul, h]
    norm_num
  have hc : (starRingEnd ℂ) r = r := Complex.conj_ofReal _
  have sqA : ∀ M, M * M = 1 → alice M * alice M = 1 := by
    intro M hM
    rw [alice, ← Matrix.mul_kronecker_mul, hM, one_mul, Matrix.one_kronecker_one]
  have sqB : ∀ M, M * M = 1 → bob M * bob M = 1 := by
    intro M hM
    rw [bob, ← Matrix.mul_kronecker_mul, hM, one_mul, Matrix.one_kronecker_one]
  have saA : ∀ M, Mᴴ = M → star (alice M) = alice M := by
    intro M hM
    rw [alice, Matrix.star_eq_conjTranspose, Matrix.conjTranspose_kronecker, hM,
      Matrix.conjTranspose_one]
  have saB : ∀ M, Mᴴ = M → star (bob M) = bob M := by
    intro M hM
    rw [bob, Matrix.star_eq_conjTranspose, Matrix.conjTranspose_kronecker, hM,
      Matrix.conjTranspose_one]
  have cAB : ∀ M N, alice M * bob N = bob N * alice M := by
    intro M N
    simp only [alice, bob, ← Matrix.mul_kronecker_mul, one_mul, mul_one]
  refine ⟨sqA _ ?_, sqA _ ?_, sqB _ ?_, sqB _ ?_, saA _ ?_, saA _ ?_, saB _ ?_, saB _ ?_,
    cAB _ _, cAB _ _, cAB _ _, cAB _ _⟩ <;> ext i j <;> fin_cases i <;> fin_cases j <;>
    simp [Z, X, D, E, Matrix.mul_apply, Fin.sum_univ_succ, hc] <;>
    linear_combination 2 * hr
```

Since $D+E=\sqrt2\,Z$ and $D-E=\sqrt2\,X$,

$$S=Z\otimes(D+E)+X\otimes(D-E)=\sqrt2\,(Z\otimes Z+X\otimes X).$$

Both $Z\otimes Z$ and $X\otimes X$ leave $\psi$ unchanged, so $S\psi=2\sqrt2\,\psi$ and $SP=2\sqrt2\,P$. Lean checks the matrix equation entry by entry, with $2\sqrt2$ written as $4r$.

```lean
/-- For these settings the CHSH operator multiplies the Bell projector by `2√2`. -/
theorem chsh_mul_bell :
    chsh (alice Z) (alice X) (bob D) (bob E) * bell = ((2 * √2 : ℝ) : ℂ) • bell := by
  have h4 : ((2 * √2 : ℝ) : ℂ) = 4 * r := by
    rw [r]
    push_cast
    ring
  rw [h4]
  simp only [chsh, alice, bob, ← Matrix.mul_kronecker_mul, one_mul, mul_one]
  ext ⟨i, j⟩ ⟨k, l⟩
  fin_cases i <;> fin_cases j <;> fin_cases k <;> fin_cases l <;>
    simp [bell, Z, X, D, E, Matrix.mul_apply, Fintype.sum_prod_type, Fin.sum_univ_succ] <;>
    ring
```

The general theorem gives $\|S\|\le2\sqrt2$, and the relation $SP=2\sqrt2\,P$ gives the reverse inequality. Opening `Matrix.Norms.L2Operator` selects the operator norm on Euclidean space, which satisfies the C*-identity.

```lean
open scoped Matrix.Norms.L2Operator in
/-- Tsirelson's bound is attained on two qubits: for these settings the operator norm of
the CHSH operator equals `2√2`. -/
theorem tsirelson_sharp : ‖chsh (alice Z) (alice X) (bob D) (bob E)‖ = 2 * √2 := by
  apply le_antisymm (tsirelson_bound settings_witness).1
  have hP : bell ≠ 0 := by
    intro e
    have h := congrFun (congrFun e (0, 0)) (0, 0)
    simp [bell] at h
  have h := norm_le_of_mul_eq_smul hP chsh_mul_bell
  rwa [Complex.norm_real, Real.norm_of_nonneg (by positivity)] at h

end

end TsirelsonBound
```

```lean
#print axioms TsirelsonBound.tsirelson_bound
#print axioms TsirelsonBound.norm_comm_of_maximal
#print axioms TsirelsonBound.tsirelson_sharp
```

```
'TsirelsonBound.tsirelson_bound' depends on axioms: [propext, Classical.choice, Quot.sound]
'TsirelsonBound.norm_comm_of_maximal' depends on axioms: [propext, Classical.choice, Quot.sound]
'TsirelsonBound.tsirelson_sharp' depends on axioms: [propext, Classical.choice, Quot.sound]
```
